# For real antisymmetric $K$, $\det(1+K)\ge 1+\sum_{p<q}K_{pq}^2$

When an SCF step rotates real orthonormal orbitals by the Cayley transform $Q=(1-K)(1+K)^{-1}$ of a real antisymmetric matrix $K$, the formula contains the inverse of $1+K$, and a large step raises the question of whether it can become singular. It cannot: its determinant is at least 1 plus the sum of the squared parameters $K_{pq}$ over the orbital pairs $p<q$.

```lean
import Mathlib

open Matrix

namespace AntisymmetricGeneratorDet

/-- The sum of the squared rotation parameters `K p q` over all orbital pairs `p < q`. -/
def pairWeight {n : ℕ} (K : Matrix (Fin n) (Fin n) ℝ) : ℝ :=
  ∑ p, ∑ q, if p < q then K p q ^ 2 else 0

/-- For an antisymmetric generator, twice the pair weight is the sum of all squared entries. -/
theorem two_mul_pairWeight {n : ℕ} (K : Matrix (Fin n) (Fin n) ℝ) (hK : Kᵀ = -K) :
    2 * pairWeight K = ∑ p, ∑ q, K p q ^ 2 := by
  have anti : ∀ p q, K q p = -K p q := fun p q => congrFun (congrFun hK p) q
  -- the pairs p < q and the pairs q < p carry the same weight
  have hsw : pairWeight K = ∑ p, ∑ q, if q < p then K p q ^ 2 else 0 := by
    unfold pairWeight
    rw [Finset.sum_comm]
    refine Finset.sum_congr rfl fun p _ => Finset.sum_congr rfl fun q _ => ?_
    rw [anti p q, neg_sq]
  rw [two_mul]
  nth_rewrite 2 [hsw]
  unfold pairWeight
  rw [← Finset.sum_add_distrib]
  refine Finset.sum_congr rfl fun p _ => ?_
  rw [← Finset.sum_add_distrib]
  refine Finset.sum_congr rfl fun q _ => ?_
  rcases lt_trichotomy p q with h | h | h
  · simp [h, not_lt_of_ge h.le]
  · subst h
    have h0 : K p p = 0 := by linarith [anti p p]
    simp [h0]
  · simp [h, not_lt_of_ge h.le]

/-- Lagrange's identity for two real vectors, summed over all ordered pairs of components. -/
theorem lagrange_identity {n : ℕ} (a b : Fin n → ℝ) :
    ∑ p, ∑ q, (a p * b q - b p * a q) ^ 2
      = 2 * ((a ⬝ᵥ a) * (b ⬝ᵥ b) - (a ⬝ᵥ b) ^ 2) := by
  have h : ∑ p, ∑ q, (a p * b q - b p * a q) ^ 2
      = (a ⬝ᵥ a) * (b ⬝ᵥ b) + (b ⬝ᵥ b) * (a ⬝ᵥ a) - 2 * ((a ⬝ᵥ b) * (a ⬝ᵥ b)) := by
    simp only [dotProduct, Finset.sum_mul_sum]
    simp only [Finset.mul_sum, ← Finset.sum_add_distrib, ← Finset.sum_sub_distrib]
    refine Finset.sum_congr rfl fun p _ => Finset.sum_congr rfl fun q _ => ?_
    ring
  rw [h]
  ring

/-- For an antisymmetric generator `K` and every real vector `x`, the vector `K x` is orthogonal to
`x`. -/
theorem dotProduct_generator {n : ℕ} (K : Matrix (Fin n) (Fin n) ℝ) (hK : Kᵀ = -K)
    (x : Fin n → ℝ) : x ⬝ᵥ (K *ᵥ x) = 0 := by
  have h : x ⬝ᵥ (K *ᵥ x) = -(x ⬝ᵥ (K *ᵥ x)) := by
    calc x ⬝ᵥ (K *ᵥ x) = (Kᵀ *ᵥ x) ⬝ᵥ x := by
          rw [Matrix.dotProduct_mulVec, Matrix.mulVec_transpose]
      _ = -(x ⬝ᵥ (K *ᵥ x)) := by
          rw [hK, Matrix.neg_mulVec, neg_dotProduct, dotProduct_comm]
  linarith

/-- For an antisymmetric generator, the squared length of `K x` is at most the pair weight
of `K` times the squared length of `x`. -/
theorem generator_sq_le {n : ℕ} (K : Matrix (Fin n) (Fin n) ℝ) (hK : Kᵀ = -K)
    (x : Fin n → ℝ) : (K *ᵥ x) ⬝ᵥ (K *ᵥ x) ≤ pairWeight K * (x ⬝ᵥ x) := by
  have anti : ∀ p q, K q p = -K p q := fun p q => congrFun (congrFun hK p) q
  have hX0 : 0 ≤ x ⬝ᵥ x := by
    unfold dotProduct
    exact Finset.sum_nonneg fun i _ => mul_self_nonneg (x i)
  rcases hX0.eq_or_lt with hX | hX
  · have hx : x = 0 := dotProduct_self_eq_zero.1 hX.symm
    simp [hx]
  have hperp := dotProduct_generator K hK x
  obtain ⟨y, hy⟩ : ∃ y, y = K *ᵥ x := ⟨_, rfl⟩
  rw [← hy] at hperp ⊢
  have hyp : ∀ p, y p = ∑ q, K p q * x q := fun p => by rw [hy]; rfl
  have h1 : ∑ p, ∑ q, K p q * (y p * x q) = y ⬝ᵥ y := by
    change _ = ∑ p, y p * y p
    refine Finset.sum_congr rfl fun p _ => ?_
    calc ∑ q, K p q * (y p * x q) = y p * ∑ q, K p q * x q := by
          rw [Finset.mul_sum]
          exact Finset.sum_congr rfl fun q _ => by ring
      _ = y p * y p := by rw [← hyp]
  have h2 : ∑ p, ∑ q, K p q * (x p * y q) = -(y ⬝ᵥ y) := by
    rw [Finset.sum_comm, ← h1, ← Finset.sum_neg_distrib]
    refine Finset.sum_congr rfl fun p _ => ?_
    rw [← Finset.sum_neg_distrib]
    refine Finset.sum_congr rfl fun q _ => ?_
    rw [anti p q]
    ring
  -- compare (x ⬝ᵥ x) K with the matrix y xᵀ - x yᵀ, where y = K x
  have hex : ∑ p, ∑ q, ((x ⬝ᵥ x) * K p q - (y p * x q - x p * y q)) ^ 2
      = (x ⬝ᵥ x) ^ 2 * ∑ p, ∑ q, K p q ^ 2
        - 2 * (x ⬝ᵥ x) * ∑ p, ∑ q, K p q * (y p * x q)
        + 2 * (x ⬝ᵥ x) * ∑ p, ∑ q, K p q * (x p * y q)
        + ∑ p, ∑ q, (y p * x q - x p * y q) ^ 2 := by
    simp only [Finset.mul_sum, ← Finset.sum_add_distrib, ← Finset.sum_sub_distrib]
    refine Finset.sum_congr rfl fun p _ => Finset.sum_congr rfl fun q _ => ?_
    ring
  have hnn : 0 ≤ ∑ p, ∑ q, ((x ⬝ᵥ x) * K p q - (y p * x q - x p * y q)) ^ 2 :=
    Finset.sum_nonneg fun p _ => Finset.sum_nonneg fun q _ => sq_nonneg _
  rw [hex, h1, h2, lagrange_identity, ← two_mul_pairWeight K hK,
    dotProduct_comm y x, hperp] at hnn
  by_contra h
  have h' := mul_pos hX (sub_pos.2 (not_le.1 h))
  nlinarith

/-- Elimination of the first column: if the lower block maps `x` to the rest of the first column,
the determinant of `M` is that of the lower block times the difference between `M 0 0` and the dot
product of the rest of the first row with `x`. -/
theorem det_border {n : ℕ} (M : Matrix (Fin (n + 1)) (Fin (n + 1)) ℝ) (x : Fin n → ℝ)
    (hs : ∀ i : Fin n, M i.succ 0 = ∑ j : Fin n, M i.succ j.succ * x j) :
    M.det = (M 0 0 - ∑ j : Fin n, M 0 j.succ * x j)
      * (M.submatrix Fin.succ Fin.succ).det := by
  obtain ⟨u, hu0, hus⟩ : ∃ u : Fin (n + 1) → ℝ, u 0 = 1 ∧ ∀ j : Fin n, u j.succ = -x j :=
    ⟨Fin.cons 1 (fun j => -x j), rfl, fun _ => rfl⟩
  have hM : ∀ i, (M *ᵥ u) i = M i 0 - ∑ j : Fin n, M i j.succ * x j := by
    intro i
    change ∑ j, M i j * u j = _
    rw [Fin.sum_univ_succ, hu0]
    simp only [hus, mul_neg, Finset.sum_neg_distrib, mul_one]
    ring
  have h1 : (M.adjugate *ᵥ (M *ᵥ u)) 0 = M.det := by
    rw [Matrix.mulVec_mulVec, Matrix.adjugate_mul, Matrix.smul_mulVec, Matrix.one_mulVec,
      Pi.smul_apply, hu0, smul_eq_mul, mul_one]
  have h2 : (M.adjugate *ᵥ (M *ᵥ u)) 0 = M.adjugate 0 0 * (M *ᵥ u) 0 := by
    change ∑ j, M.adjugate 0 j * (M *ᵥ u) j = _
    rw [Fin.sum_univ_succ]
    have hz : ∀ i : Fin n, (M *ᵥ u) i.succ = 0 := fun i => by rw [hM, hs i, sub_self]
    simp only [hz, mul_zero, Finset.sum_const_zero, add_zero]
  have h3 : M.adjugate 0 0 = (M.submatrix Fin.succ Fin.succ).det := by
    rw [Matrix.adjugate_fin_succ_eq_det_submatrix]
    simp [Fin.succAbove_zero]
  rw [← h1, h2, h3, hM, mul_comm]

/-- For every real antisymmetric `K`, the determinant of `1 + K` is at least one plus the sum
of the squared rotation parameters over all orbital pairs. -/
theorem one_add_pairWeight_le_det {n : ℕ} (K : Matrix (Fin n) (Fin n) ℝ) (hK : Kᵀ = -K) :
    1 + pairWeight K ≤ (1 + K).det := by
  induction n with
  | zero => simp [pairWeight]
  | succ n ih =>
    have anti : ∀ p q, K q p = -K p q := fun p q => congrFun (congrFun hK p) q
    obtain ⟨L, hL⟩ : ∃ L, L = K.submatrix Fin.succ Fin.succ := ⟨_, rfl⟩
    obtain ⟨v, hv⟩ : ∃ v : Fin n → ℝ, ∀ i, v i = K i.succ 0 := ⟨_, fun _ => rfl⟩
    have hLa : Lᵀ = -L := by
      rw [hL]
      ext i j
      exact anti i.succ j.succ
    have k0 : ∀ j : Fin n, K 0 j.succ = -v j := fun j => by rw [hv]; exact anti j.succ 0
    have hD := ih L hLa
    have hW0 : 0 ≤ pairWeight L :=
      Finset.sum_nonneg fun p _ => Finset.sum_nonneg fun q _ => by positivity
    have hne : (1 + L).det ≠ 0 := by linarith [hD, hW0] |> fun h : 0 < (1 + L).det => h.ne'
    -- the smaller block is invertible, so the coupling column is v = (1 + L) x
    obtain ⟨x, hx⟩ : ∃ x, (1 + L) *ᵥ x = v := ⟨(1 + L)⁻¹ *ᵥ v, by
      rw [Matrix.mulVec_mulVec, Matrix.mul_nonsing_inv _ (isUnit_iff_ne_zero.2 hne),
        Matrix.one_mulVec]⟩
    have hxv : v = x + L *ᵥ x := by rw [← hx, Matrix.add_mulVec, Matrix.one_mulVec]
    have hperp := dotProduct_generator L hLa x
    have hvx : v ⬝ᵥ x = x ⬝ᵥ x := by
      rw [hxv, add_dotProduct, dotProduct_comm (L *ᵥ x) x, hperp, add_zero]
    have hvv : v ⬝ᵥ v = x ⬝ᵥ x + (L *ᵥ x) ⬝ᵥ (L *ᵥ x) := by
      rw [hxv, add_dotProduct, dotProduct_add, dotProduct_add,
        dotProduct_comm (L *ᵥ x) x, hperp]
      ring
    have hsub : (1 + K).submatrix Fin.succ Fin.succ = 1 + L := by
      ext i j
      simp [hL, Matrix.one_apply]
    have hs : ∀ i : Fin n,
        (1 + K) i.succ 0 = ∑ j : Fin n, (1 + K) i.succ j.succ * x j := by
      intro i
      rw [Matrix.add_apply, Matrix.one_apply_ne (Fin.succ_ne_zero i), zero_add, ← hv,
        ← hx, ← hsub]
      rfl
    have e00 : (1 + K) 0 0 = 1 := by
      rw [Matrix.add_apply, Matrix.one_apply_eq]
      linarith [anti 0 0]
    have e0 : ∀ j : Fin n, (1 + K) 0 j.succ = -v j := fun j => by
      rw [Matrix.add_apply, Matrix.one_apply_ne (Fin.succ_ne_zero j).symm, zero_add, k0]
    have hc : (1 + K) 0 0 - ∑ j : Fin n, (1 + K) 0 j.succ * x j = 1 + x ⬝ᵥ x := by
      simp only [e00, e0, neg_mul, Finset.sum_neg_distrib, sub_neg_eq_add]
      exact congrArg (fun t => 1 + t) hvx
    have hW : pairWeight K = v ⬝ᵥ v + pairWeight L := by
      simp [pairWeight, Fin.sum_univ_succ, hL, dotProduct, k0, pow_two]
    have hX0 : 0 ≤ x ⬝ᵥ x := by
      unfold dotProduct
      exact Finset.sum_nonneg fun i _ => mul_self_nonneg (x i)
    rw [det_border (1 + K) x hs, hc, hsub, hW, hvv]
    nlinarith [generator_sq_le L hLa x, mul_nonneg hX0 (sub_nonneg.2 hD)]

/-- For every real antisymmetric `K`, the matrix `1 + K` is invertible. -/
theorem isUnit_one_add {n : ℕ} (K : Matrix (Fin n) (Fin n) ℝ) (hK : Kᵀ = -K) :
    IsUnit (1 + K) := by
  have hW0 : 0 ≤ pairWeight K :=
    Finset.sum_nonneg fun p _ => Finset.sum_nonneg fun q _ => by positivity
  have hpos : 0 < (1 + K).det := by linarith [one_add_pairWeight_le_det K hK]
  exact (Matrix.isUnit_iff_isUnit_det _).2 (isUnit_iff_ne_zero.2 hpos.ne')

/-- For a real antisymmetric `K`, the determinant of `1 + K` equals one exactly when `K`
vanishes. -/
theorem det_one_add_eq_one_iff {n : ℕ} (K : Matrix (Fin n) (Fin n) ℝ) (hK : Kᵀ = -K) :
    (1 + K).det = 1 ↔ K = 0 := by
  refine ⟨fun h => ?_, fun h => by simp [h]⟩
  have hb := one_add_pairWeight_le_det K hK
  have h2 := two_mul_pairWeight K hK
  ext p q
  -- a single squared entry is bounded by the sum of all of them
  have hq : K p q ^ 2 ≤ ∑ j, K p j ^ 2 :=
    Finset.single_le_sum (f := fun j => K p j ^ 2) (fun j _ => sq_nonneg _)
      (Finset.mem_univ q)
  have hp : ∑ j, K p j ^ 2 ≤ ∑ i, ∑ j, K i j ^ 2 :=
    Finset.single_le_sum (f := fun i => ∑ j, K i j ^ 2)
      (fun i _ => Finset.sum_nonneg fun j _ => sq_nonneg _) (Finset.mem_univ p)
  have h0 : K p q ^ 2 = 0 := le_antisymm (by linarith) (sq_nonneg _)
  simpa using h0

/-- The bound is attained by every generator `a bᵀ - b aᵀ` built from two real vectors. -/
theorem det_planar_generator {n : ℕ} (a b : Fin n → ℝ) :
    (1 + (vecMulVec a b - vecMulVec b a)).det
      = 1 + pairWeight (vecMulVec a b - vecMulVec b a) := by
  have hK : (vecMulVec a b - vecMulVec b a)ᵀ = -(vecMulVec a b - vecMulVec b a) := by
    ext p q
    simp only [Matrix.transpose_apply, Matrix.sub_apply, Matrix.neg_apply,
      Matrix.vecMulVec_apply]
    ring
  have hW := two_mul_pairWeight _ hK
  simp only [Matrix.sub_apply, Matrix.vecMulVec_apply] at hW
  rw [lagrange_identity] at hW
  -- factor the generator into an n × 2 matrix and a 2 × n matrix
  let U : Matrix (Fin n) (Fin 2) ℝ := Matrix.of fun p => ![a p, b p]
  let V : Matrix (Fin 2) (Fin n) ℝ := Matrix.of ![b, -a]
  have hUV : vecMulVec a b - vecMulVec b a = U * V := by
    ext p q
    simp [U, V, Matrix.mul_apply, Fin.sum_univ_two, Matrix.vecMulVec_apply, sub_eq_add_neg]
  have hVU : V * U = !![b ⬝ᵥ a, b ⬝ᵥ b; -(a ⬝ᵥ a), -(a ⬝ᵥ b)] := by
    ext i j
    fin_cases i <;> fin_cases j <;> simp [U, V, Matrix.mul_apply, dotProduct]
  have hdet : (1 + (vecMulVec a b - vecMulVec b a)).det
      = 1 + ((a ⬝ᵥ a) * (b ⬝ᵥ b) - (a ⬝ᵥ b) ^ 2) := by
    rw [hUV, Matrix.det_one_add_mul_comm, hVU, Matrix.det_fin_two, dotProduct_comm b a]
    simp only [Matrix.add_apply, Matrix.one_apply, Matrix.of_apply, Matrix.cons_val_zero,
      Matrix.cons_val_one, Matrix.cons_val', Matrix.cons_val_fin_one]
    norm_num
    ring
  rw [hdet]
  linarith

end AntisymmetricGeneratorDet
```

```lean
#print axioms AntisymmetricGeneratorDet.one_add_pairWeight_le_det
#print axioms AntisymmetricGeneratorDet.isUnit_one_add
#print axioms AntisymmetricGeneratorDet.det_one_add_eq_one_iff
#print axioms AntisymmetricGeneratorDet.det_planar_generator
```

```
'AntisymmetricGeneratorDet.one_add_pairWeight_le_det' depends on axioms: [propext, Classical.choice, Quot.sound]
'AntisymmetricGeneratorDet.isUnit_one_add' depends on axioms: [propext, Classical.choice, Quot.sound]
'AntisymmetricGeneratorDet.det_one_add_eq_one_iff' depends on axioms: [propext, Classical.choice, Quot.sound]
'AntisymmetricGeneratorDet.det_planar_generator' depends on axioms: [propext, Classical.choice, Quot.sound]
```

## The bound and its three companions

Write $W(K)=\sum_{p<q}K_{pq}^2$ for the quantity called `pairWeight K`. Four theorems carry the result:

- `one_add_pairWeight_le_det`: $\det(1+K)\ge 1+W(K)$.
- `isUnit_one_add`: $1+K$ is invertible.
- `det_one_add_eq_one_iff`: $\det(1+K)=1$ exactly when $K=0$.
- `det_planar_generator`: equality holds in the bound for $K=ab^{\mathsf T}-ba^{\mathsf T}$, with any real vectors $a$ and $b$.

The first three assume `Kᵀ = -K`, which is antisymmetry; in the fourth it follows from the form of the matrix. The type `Matrix (Fin n) (Fin n) ℝ` is that of real $n\times n$ matrices, with orbitals numbered from 0, and `1` is the identity matrix. Vectors are functions `Fin n → ℝ`, `⬝ᵥ` is the dot product, `*ᵥ` applies a matrix to a vector, and `vecMulVec a b` is $ab^{\mathsf T}$. The number $n$ is arbitrary. For $n=0$ and $n=1$ the only antisymmetric matrix is zero, and the bound reads $1\ge 1$.

## What this means for an orbital rotation

In a finite basis of real orbitals, the Cayley step is defined for every antisymmetric $K$, however large. The theorems concern $1+K$ and not $Q$ itself. The link to the rotation is that $1-K=(1+K)^{\mathsf T}$ commutes with $1+K$, which makes $Q$ orthogonal.

The code comments call the entries $K_{pq}$ rotation parameters. They are not angles: for two orbitals, a parameter $t$ gives a Cayley rotation through an angle of size $2\arctan|t|$. The matrix $K$ also plays a different role here from that of the generator in $e^{K}$, where no inverse is taken.

## An antisymmetric matrix stretches less than its entries suggest

Antisymmetry makes the diagonal vanish and gives the pairs $p<q$ and $q<p$ equal weight, so

$$2W(K)=\sum_{p,q}K_{pq}^2 .$$

This is `two_mul_pairWeight`; its proof exchanges the two sums and then distinguishes $p<q$, $p=q$ and $p>q$. Antisymmetry also gives $x\cdot Kx=(K^{\mathsf T}x)\cdot x=-x\cdot Kx$, hence $x\cdot Kx=0$, which is `dotProduct_generator`. Invertibility alone would already follow from this, since $(1+K)x=0$ implies $0=x\cdot(1+K)x=|x|^2$. The induction used below for the determinant bound also relies on an estimate of the length of $Kx$:

$$|Kx|^2\le W(K)\,|x|^2 .$$

For $x=0$ it is trivial. Otherwise put $y=Kx$ and compare $|x|^2K$ with the planar matrix $yx^{\mathsf T}-xy^{\mathsf T}$. The sum of squared differences is nonnegative:

$$0\le\sum_{p,q}\bigl(|x|^2K_{pq}-(y_px_q-x_py_q)\bigr)^2 .$$

To expand it, three sums are needed. The first two are

$$\sum_{p,q}K_{pq}y_px_q=|y|^2,\qquad \sum_{p,q}K_{pq}x_py_q=-|y|^2 .$$

The third comes from Lagrange's identity,

$$\sum_{p,q}(a_pb_q-b_pa_q)^2=2\bigl(|a|^2|b|^2-(a\cdot b)^2\bigr),$$

which gives $2|x|^2|y|^2$ for $a=y$, $b=x$, because $x\cdot y=0$. Altogether

$$0\le 2|x|^4W(K)-4|x|^2|y|^2+2|x|^2|y|^2=2|x|^2\bigl(W(K)|x|^2-|y|^2\bigr),$$

and division by $2|x|^2>0$ gives the estimate.

In `generator_sq_le`, `h1` and `h2` are the two sums containing $K$, `hex` is the expansion and `hnn` the nonnegativity. The division is done by contradiction: if the estimate failed, multiplying by $|x|^2$ would violate `hnn`, which `nlinarith` confirms. The theorem `lagrange_identity` is proved by expanding both sides into double sums and comparing them term by term.

## Adding one orbital at a time

The bound follows by induction on $n$. With no orbitals, both sides equal 1. For $n+1$ orbitals, separate orbital 0 from the rest:

$$K=\begin{pmatrix}0&-v^{\mathsf T}\\ v&L\end{pmatrix},\qquad 1+K=\begin{pmatrix}1&-v^{\mathsf T}\\ v&1+L\end{pmatrix}.$$

Here $L$ is antisymmetric and $v$ is the column that couples orbital 0 to the others. By the induction hypothesis $\det(1+L)\ge 1+W(L)>0$, so $(1+L)x=v$ has a solution $x$. Subtract from the first column of $1+K$ the combination of the other columns with coefficients $x_j$. Its lower part becomes $v-(1+L)x=0$ and its top entry becomes $1+v\cdot x$. Therefore

$$\det(1+K)=(1+v\cdot x)\det(1+L).$$

Since $v=x+Lx$ and $x\cdot Lx=0$,

$$v\cdot x=|x|^2,\qquad |v|^2=|x|^2+|Lx|^2 .$$

The induction hypothesis and the estimate for $L$ now give

$$\begin{aligned}
\det(1+K)&\ge(1+|x|^2)(1+W(L))\\
&=1+|x|^2+W(L)+W(L)|x|^2\\
&\ge 1+|x|^2+|Lx|^2+W(L)\\
&=1+|v|^2+W(L)=1+W(K).
\end{aligned}$$

The column elimination is the lemma `det_border`, stated for a general matrix $M$. It uses the adjugate instead of column operations. With $u=(1,-x)$, the vector $Mu$ has only its component 0 left, and component 0 of $\operatorname{adj}(M)Mu=\det(M)\,u$ is the required formula. In the main proof, `hvx` and `hvv` are the two relations for $v$, `hc` evaluates the top entry, and `hW` splits the pair weight. The last `nlinarith` receives the estimate for $L$ and the induction hypothesis multiplied by $|x|^2$; together with the induction hypothesis itself, these give the two inequalities in the display above.

## Invertibility, determinant one and equality

Because $W(K)\ge 0$, the determinant is positive, and `isUnit_one_add` follows. If $\det(1+K)=1$, the bound forces $W(K)\le 0$. Then the sum of all squared entries is at most zero, so each entry vanishes; the Lean proof bounds one squared entry by its row sum and then by the full sum. The converse is $\det 1=1$.

For $K=ab^{\mathsf T}-ba^{\mathsf T}$, write $K=UV$, where $U$ has columns $a,b$ and $V$ has rows $b^{\mathsf T},-a^{\mathsf T}$. The identity $\det(1+UV)=\det(1+VU)$, used in Lean as `Matrix.det_one_add_mul_comm`, reduces the problem to a $2\times2$ determinant:

$$\det\begin{pmatrix}1+a\cdot b&|b|^2\\-|a|^2&1-a\cdot b\end{pmatrix}
=1+|a|^2|b|^2-(a\cdot b)^2 .$$

By Lagrange's identity and the relation between $2W(K)$ and the sum of all squares, the right-hand side is $1+W(K)$. If $a$ and $b$ are linearly independent, this $K$ generates a rotation in the plane they span; if they are dependent, $K=0$ and both sides equal 1.
